# For 0 < J < 4K, an N-site periodic cell raises the ground-state energy of a classical J–K spin chain by at most 2Kπ²/N² per site

Before a spiral magnet is simulated in a periodic supercell, the length of the cell has to be chosen. The preferred pitch of the spiral usually doesn't fit, and the cell forces the spins onto a nearby pitch that does. Take a classical isotropic chain of unit spins with nearest-neighbour coupling $-J$ and next-nearest-neighbour coupling $K$, where $0<J<4K$ and each bond is counted once. In a cell of $N$ sites, the resulting error of the ground-state energy is at most $2K\pi^2/N^2$ per site. A tolerance $\varepsilon>0$ is therefore met once $N\ge\pi\sqrt{2K/\varepsilon}$. For noncollinear electronic-structure calculations this is a guide only as far as their energies are described by this two-coupling model.

## Spins, cell and energy

```lean
import Mathlib

open Matrix
open scoped Real

namespace SpinSpiralChain

noncomputable section
```

In what follows, `def` introduces a quantity and `theorem` a statement, whose proof comes after `:=`. Hypotheses are written as named arguments before the colon that precedes the claim.

```lean
/-- The energy of `N` consecutive sites of a classical spin chain with nearest-neighbour
coupling `-J` and next-nearest-neighbour coupling `K`. -/
def cellEnergy (J K : ℝ) (N : ℕ) (S : ℕ → Fin 3 → ℝ) : ℝ :=
  ∑ i ∈ Finset.range N, (-J * (S i ⬝ᵥ S (i + 1)) + K * (S i ⬝ᵥ S (i + 2)))
```

The configuration `S` assigns to each site $i=0,1,2,\dots$ a vector with three real components, and `⬝ᵥ` is the scalar product. The energy of $N$ sites is

$$\sum_{i=0}^{N-1}\left(-J\,\mathbf S_i\cdot\mathbf S_{i+1}+K\,\mathbf S_i\cdot\mathbf S_{i+2}\right).$$

Each bond is counted once. Positive $J$ favours parallel neighbours, and positive $K$ favours antiparallel second neighbours. There is no anisotropy, field or temperature.

```lean
/-- A configuration of unit spins that repeats after `N` sites. -/
def IsPeriodicSpin (N : ℕ) (S : ℕ → Fin 3 → ℝ) : Prop :=
  (∀ i, S i ⬝ᵥ S i = 1) ∧ ∀ i, S (i + N) = S i
```

This is the condition for an admissible configuration: every spin has length one, and $\mathbf S_{i+N}=\mathbf S_i$. The fixed length stands for rigid local moments. In very short cells a spin couples to its own periodic images; for $N=1$ all spins are equal.

```lean
/-- The planar spiral whose spins turn by the angle `q` from site to site. -/
def spiral (q : ℝ) (i : ℕ) : Fin 3 → ℝ :=
  ![Real.cos (q * i), Real.sin (q * i), 0]
```

The spiral is $\mathbf S_i=(\cos qi,\ \sin qi,\ 0)$, which turns by $q$ per site in the $xy$ plane.

```lean
/-- The spiral dispersion `E(q) = -J cos q + K cos 2q`. -/
def spiralEnergy (J K q : ℝ) : ℝ :=
  -J * Real.cos q + K * Real.cos (2 * q)
```

This defines $E(q)=-J\cos q+K\cos 2q$. That it really is the energy per site of a spiral is shown next.

## From the Hamiltonian to E(q)

```lean
/-- Two spins of a spiral that are `m` sites apart have scalar product `cos (q m)`. -/
theorem spiral_dot (q : ℝ) (i m : ℕ) :
    spiral q i ⬝ᵥ spiral q (i + m) = Real.cos (q * m) := by
  have h : q * (m : ℝ) = q * ((i + m : ℕ) : ℝ) - q * i := by
    push_cast
    ring
  rw [h, Real.cos_sub]
  simp only [dotProduct, Fin.sum_univ_three]
  change Real.cos (q * i) * Real.cos (q * ((i + m : ℕ) : ℝ))
    + Real.sin (q * i) * Real.sin (q * ((i + m : ℕ) : ℝ)) + (0 : ℝ) * 0 = _
  ring
```

For two spins $m$ sites apart, the addition theorem gives

$$\cos(qi)\cos(q(i+m))+\sin(qi)\sin(q(i+m))=\cos(qm).$$

The proof writes $qm$ as $q(i+m)-qi$, applies `Real.cos_sub`, and compares the result with the scalar product written out in components. The tactic `ring` settles the remaining algebra.

```lean
/-- The energy of a spiral on `N` sites is `N` times the dispersion `E(q)`. -/
theorem cellEnergy_spiral (J K q : ℝ) (N : ℕ) :
    cellEnergy J K N (spiral q) = N * spiralEnergy J K q := by
  simp only [cellEnergy, spiralEnergy, spiral_dot, Finset.sum_const, Finset.card_range,
    nsmul_eq_mul, Nat.cast_one, mul_one, Nat.cast_ofNat, mul_comm q 2]
```

With $m=1$ and $m=2$, every site contributes $-J\cos q+K\cos 2q$, so $N$ sites have energy $N\,E(q)$. This holds for any $q$, whether or not the spiral fits the cell.

```lean
/-- For `N ≥ 1` the spiral with `q = 2πk/N` consists of unit spins and fits the `N`-site
periodic cell. -/
theorem spiral_periodic {N : ℕ} (hN : 0 < N) (k : ℕ) :
    IsPeriodicSpin N (spiral (2 * π * k / N)) := by
  refine ⟨fun i => by simpa using spiral_dot (2 * π * k / N) i 0, fun i => ?_⟩
  have hN' : (N : ℝ) ≠ 0 := by exact_mod_cast hN.ne'
  have e : 2 * π * k / N * (N : ℝ) = 2 * π * k := div_mul_cancel₀ _ hN'
  -- after N sites the spins have made k full turns
  have h : 2 * π * k / N * ((i + N : ℕ) : ℝ) = 2 * π * k / N * i + k * (2 * π) := by
    push_cast
    linear_combination e
  unfold spiral
  rw [h, Real.cos_add_nat_mul_two_pi, Real.sin_add_nat_mul_two_pi]
```

For $q=2\pi k/N$ the spiral does fit. Its spins have unit length, by the previous scalar product with $m=0$. After $N$ sites the angle has grown by $qN=2\pi k$, which is $k$ full turns, so sine and cosine return to their values. The step `h` is this statement about the angle.

## The preferred pitch

```lean
/-- If `J = 4K cos q0`, the energy per site of any spiral relative to that at `q0` is
`2K (cos q - cos q0)²`. -/
theorem spiralEnergy_excess {J K q0 : ℝ} (hJ : J = 4 * K * Real.cos q0) (q : ℝ) :
    spiralEnergy J K q =
      spiralEnergy J K q0 + 2 * K * (Real.cos q - Real.cos q0) ^ 2 := by
  subst hJ
  simp only [spiralEnergy, Real.cos_two_mul]
  ring
```

Write $c=\cos q$ and $c_0=\cos q_0$, and suppose $J=4Kc_0$. Since $\cos 2q=2c^2-1$,

$$E(q)=2Kc^2-4Kc_0c-K=2K(c-c_0)^2-2Kc_0^2-K.$$

At $q=q_0$ the square vanishes, so $E(q_0)=-2Kc_0^2-K$ and

$$E(q)=E(q_0)+2K(\cos q-\cos q_0)^2.$$

In Lean, `subst` inserts the value of $J$, `simp only` inserts the double-angle formula, and `ring` checks the identity.

```lean
/-- For `0 < J < 4K`, a wave number `q0` minimises the spiral energy exactly when
`cos q0 = J/(4K)`. -/
theorem spiralEnergy_min_iff {J K : ℝ} (h0 : 0 < J) (h1 : J < 4 * K) (q0 : ℝ) :
    (∀ q, spiralEnergy J K q0 ≤ spiralEnergy J K q) ↔ Real.cos q0 = J / (4 * K) := by
  have hK : 0 < K := by linarith
  have hc : 4 * K * (J / (4 * K)) = J := mul_div_cancel₀ J (by positivity)
  constructor
  · intro h
    have hp : 0 < J / (4 * K) := by positivity
    have hl : J / (4 * K) < 1 := (div_lt_one (by positivity)).mpr h1
    have ha : Real.cos (Real.arccos (J / (4 * K))) = J / (4 * K) :=
      Real.cos_arccos (by linarith) hl.le
    have he := spiralEnergy_excess (J := J) (K := K)
      (q0 := Real.arccos (J / (4 * K))) (by rw [ha, hc]) q0
    have hm := h (Real.arccos (J / (4 * K)))
    rw [ha] at he
    -- the excess energy of q0 is 2K times a square; minimality keeps it from being positive
    by_contra hne
    have hs : 0 < (Real.cos q0 - J / (4 * K)) ^ 2 :=
      sq_pos_of_ne_zero (sub_ne_zero.mpr hne)
    have := mul_pos hK hs
    linarith
  · intro h q
    rw [spiralEnergy_excess (by rw [h, hc]) q]
    have : 0 ≤ 2 * K * (Real.cos q - Real.cos q0) ^ 2 := by positivity
    linarith
```

The symbol `↔` means "exactly when": $q_0$ minimises $E$ over all real $q$ exactly when $\cos q_0=J/(4K)$. The condition $J<4K$ says that the second-neighbour coupling is strong enough to twist the chain, and $J>0$ keeps the turn per site below a right angle.

From right to left, the excess energy is $2K$ times a square and hence not negative. From left to right, the proof compares $q_0$ with the angle $\arccos(J/(4K))$, which exists because $0<J/(4K)<1$. If $\cos q_0$ differed from $J/(4K)$, then $q_0$ would lie strictly higher, contradicting its minimality. The condition fixes only the cosine, so $q_0$ and $-q_0$, the two senses of rotation, are equally good.

## No periodic configuration lies lower

```lean
/-- If `K > 0` and `J = 4K cos q0`, no periodic configuration of unit spins, planar or not,
has an energy per site below that of the spiral `q0`. -/
theorem cellEnergy_lower_bound {J K q0 : ℝ} (hK : 0 < K) (hJ : J = 4 * K * Real.cos q0)
    {N : ℕ} {S : ℕ → Fin 3 → ℝ} (hS : IsPeriodicSpin N S) :
    N * spiralEnergy J K q0 ≤ cellEnergy J K N S := by
  obtain ⟨hu, hp⟩ := hS
  -- the square |S_i - 2 cos q0 S_{i+1} + S_{i+2}|² bounds each triple of spins
  have sq (a b d : Fin 3 → ℝ) (ha : a ⬝ᵥ a = 1) (hb : b ⬝ᵥ b = 1) (hd : d ⬝ᵥ d = 1)
      (c : ℝ) : 0 ≤ 2 + 4 * c ^ 2 - 4 * c * (a ⬝ᵥ b) - 4 * c * (b ⬝ᵥ d)
        + 2 * (a ⬝ᵥ d) := by
    simp only [dotProduct, Fin.sum_univ_three] at ha hb hd ⊢
    have hsq : 0 ≤ (a 0 - 2 * c * b 0 + d 0) ^ 2 + (a 1 - 2 * c * b 1 + d 1) ^ 2
        + (a 2 - 2 * c * b 2 + d 2) ^ 2 := by positivity
    refine hsq.trans_eq ?_
    linear_combination ha + 4 * c ^ 2 * hb + hd
  have pt (i : ℕ) : spiralEnergy J K q0 ≤ K * (S i ⬝ᵥ S (i + 2))
      - J / 2 * (S i ⬝ᵥ S (i + 1)) - J / 2 * (S (i + 1) ⬝ᵥ S (i + 2)) := by
    have h := mul_nonneg hK.le
      (sq (S i) (S (i + 1)) (S (i + 2)) (hu _) (hu _) (hu _) (Real.cos q0))
    rw [spiralEnergy, Real.cos_two_mul, hJ]
    linarith
  -- periodicity: both kinds of nearest-neighbour bonds have the same sum
  have hs : ∑ i ∈ Finset.range N, S (i + 1) ⬝ᵥ S (i + 2)
      = ∑ i ∈ Finset.range N, S i ⬝ᵥ S (i + 1) := by
    have e1 : ∑ i ∈ Finset.range (N + 1), S i ⬝ᵥ S (i + 1)
        = ∑ i ∈ Finset.range N, S i ⬝ᵥ S (i + 1) + S N ⬝ᵥ S (N + 1) :=
      Finset.sum_range_succ _ N
    have e2 : ∑ i ∈ Finset.range (N + 1), S i ⬝ᵥ S (i + 1)
        = ∑ i ∈ Finset.range N, S (i + 1) ⬝ᵥ S (i + 2) + S 0 ⬝ᵥ S 1 :=
      Finset.sum_range_succ' (fun i => S i ⬝ᵥ S (i + 1)) N
    have p0 : S N = S 0 := by simpa using hp 0
    have p1 : S (N + 1) = S 1 := by rw [Nat.add_comm]; exact hp 1
    rw [p0, p1] at e1
    linarith
  have hsum := Finset.sum_le_sum (s := Finset.range N) fun i _ => pt i
  rw [Finset.sum_const, Finset.card_range, nsmul_eq_mul] at hsum
  simp only [Finset.sum_sub_distrib, ← Finset.mul_sum] at hsum
  rw [hs] at hsum
  simp only [cellEnergy, Finset.sum_add_distrib, ← Finset.mul_sum]
  linarith
```

Here `S` is any periodic configuration of unit spins, planar or not. For three successive spins $\mathbf a,\mathbf b,\mathbf d$,

$$0\le|\mathbf a-2c_0\mathbf b+\mathbf d|^2=2+4c_0^2-4c_0\,\mathbf a\cdot\mathbf b-4c_0\,\mathbf b\cdot\mathbf d+2\,\mathbf a\cdot\mathbf d.$$

Multiplying by $K/2$ and using $4Kc_0=J$ gives

$$E(q_0)\le K\,\mathbf a\cdot\mathbf d-\tfrac J2\,\mathbf a\cdot\mathbf b-\tfrac J2\,\mathbf b\cdot\mathbf d.$$

Now sum over the cell. By periodicity, $\sum_i\mathbf S_{i+1}\cdot\mathbf S_{i+2}=\sum_i\mathbf S_i\cdot\mathbf S_{i+1}$, so the two half-weighted sums combine into the full nearest-neighbour term. The right-hand side becomes the cell energy and the left-hand side $N\,E(q_0)$. Without periodicity, the two bond sums over $N$ sites differ by at most 2, which weakens the bound by at most $|J|$ in total. Per site this vanishes for a long chain, so $E(q_0)$ is also the ground-state energy per site of the infinite chain, with which a finite cell is compared. This remark about the infinite chain isn't part of the Lean proof.

The intermediate results follow this order. `sq` is the inequality from the square, `pt` is its form for the triple starting at site $i$, and `hs` is the equality of the two bond sums. For `hs`, a sum over $N+1$ bonds is split once at its last term and once at its first; periodicity makes those two terms equal. The tactic `linarith` then combines the linear relations.

## Rounding to an allowed pitch

```lean
/-- For an angle `0 ≤ θ < π/2` and `N ≥ 1`, some wave number `2πk/N` with `k < N` has a cosine
within `π/N` of `cos θ`. -/
theorem exists_close_wavenumber {θ : ℝ} (h0 : 0 ≤ θ) (h1 : θ < π / 2) {N : ℕ}
    (hN : 0 < N) :
    ∃ k < N, (Real.cos (2 * π * k / N) - Real.cos θ) ^ 2 ≤ π ^ 2 / N ^ 2 := by
  have hN' : (0 : ℝ) < N := by exact_mod_cast hN
  have hN1 : (1 : ℝ) ≤ N := by exact_mod_cast hN
  have hpi := Real.pi_pos
  obtain ⟨x, hx, hx0, hx1⟩ : ∃ x : ℝ, θ = 2 * π / N * x ∧ 0 ≤ x ∧ x < N / 4 := by
    refine ⟨N * θ / (2 * π), by field_simp, by positivity, ?_⟩
    rw [div_lt_iff₀ (by positivity)]
    nlinarith [mul_lt_mul_of_pos_left h1 hN']
  -- round x to the nearest integer
  have hf1 : (⌊x + 1 / 2⌋₊ : ℝ) ≤ x + 1 / 2 := Nat.floor_le (by linarith)
  have hf2 : x + 1 / 2 < (⌊x + 1 / 2⌋₊ : ℝ) + 1 := Nat.lt_floor_add_one _
  generalize ⌊x + 1 / 2⌋₊ = k at hf1 hf2
  have hk : (k : ℝ) < N := by linarith
  refine ⟨k, by exact_mod_cast hk, ?_⟩
  have hr : ((k : ℝ) - x) ^ 2 ≤ 1 / 4 := by
    nlinarith [mul_nonneg (show 0 ≤ 1 / 2 - ((k : ℝ) - x) by linarith)
      (show 0 ≤ 1 / 2 + ((k : ℝ) - x) by linarith)]
  -- the cosine changes no faster than its argument
  have hcos : (Real.cos (2 * π * k / N) - Real.cos θ) ^ 2 ≤ (2 * π * k / N - θ) ^ 2 := by
    have h : 1 - (2 * π * k / N - θ) ^ 2 / 2 ≤ Real.cos (2 * π * k / N - θ) :=
      Real.one_sub_sq_div_two_le_cos
    rw [Real.cos_sub] at h
    linarith [sq_nonneg (Real.sin (2 * π * k / N) - Real.sin θ),
      Real.sin_sq_add_cos_sq (2 * π * k / N), Real.sin_sq_add_cos_sq θ,
      sub_sq (Real.sin (2 * π * k / N)) (Real.sin θ),
      sub_sq (Real.cos (2 * π * k / N)) (Real.cos θ)]
  calc _ ≤ (2 * π * k / N - θ) ^ 2 := hcos
    _ = (2 * π / N) ^ 2 * ((k : ℝ) - x) ^ 2 := by rw [hx]; ring
    _ ≤ (2 * π / N) ^ 2 * (1 / 4) := mul_le_mul_of_nonneg_left hr (sq_nonneg _)
    _ = π ^ 2 / N ^ 2 := by ring
```

Let $0\le\theta<\pi/2$ and write $\theta=(2\pi/N)x$, so that $0\le x<N/4$. Rounding $x$ to the nearest integer $k$ gives $|k-x|\le\tfrac12$, hence

$$\left|\frac{2\pi k}{N}-\theta\right|\le\frac{\pi}{N}.$$

Also $k\le x+\tfrac12<N/4+\tfrac12<N$, which is true already for $N=1$. In the code, `⌊x + 1 / 2⌋₊` is the rounded value.

It remains to pass from angles to cosines. For angles $\alpha$ and $\theta$,

$$(\cos\alpha-\cos\theta)^2\le(\cos\alpha-\cos\theta)^2+(\sin\alpha-\sin\theta)^2=2-2\cos(\alpha-\theta)\le(\alpha-\theta)^2.$$

Geometrically, a chord of the unit circle is no longer than its arc. This is the step `hcos`, and the `calc` block chains it with the rounding error to reach $\pi^2/N^2$.

## The error of the best spiral

```lean
/-- For `0 < J < 4K`, `cos q0 = J/(4K)` and `N ≥ 1`, the best spiral with `q = 2πk/N` lies
above the spiral `q0` by at most `2Kπ²/N²` per site. -/
theorem best_commensurate_spiral {J K q0 : ℝ} (h0 : 0 < J) (h1 : J < 4 * K)
    (hq : Real.cos q0 = J / (4 * K)) {N : ℕ} (hN : 0 < N) :
    ∃ k < N,
      (∀ j < N, spiralEnergy J K (2 * π * k / N) ≤ spiralEnergy J K (2 * π * j / N)) ∧
      spiralEnergy J K q0 ≤ spiralEnergy J K (2 * π * k / N) ∧
      spiralEnergy J K (2 * π * k / N) ≤ spiralEnergy J K q0 + 2 * K * π ^ 2 / N ^ 2 := by
  have hK : 0 < K := by linarith
  have hc : 4 * K * (J / (4 * K)) = J := mul_div_cancel₀ J (by positivity)
  have hp : 0 < J / (4 * K) := by positivity
  obtain ⟨m, hm, hb⟩ := exists_close_wavenumber (Real.arccos_nonneg (J / (4 * K)))
    (Real.arccos_lt_pi_div_two.mpr hp) hN
  rw [Real.cos_arccos (by linarith) (hq ▸ Real.cos_le_one q0), ← hq] at hb
  obtain ⟨k, hk, hmin⟩ := Finset.exists_min_image (Finset.range N)
    (fun j : ℕ => spiralEnergy J K (2 * π * j / N)) ⟨0, Finset.mem_range.mpr hN⟩
  refine ⟨k, Finset.mem_range.mp hk, fun j hj => hmin j (Finset.mem_range.mpr hj),
    (spiralEnergy_min_iff h0 h1 q0).mpr hq _, ?_⟩
  -- the best spiral is at least as good as the one found by rounding arccos (J/(4K))
  calc spiralEnergy J K (2 * π * k / N)
      ≤ spiralEnergy J K (2 * π * m / N) := hmin m (Finset.mem_range.mpr hm)
    _ = spiralEnergy J K q0 + 2 * K * (Real.cos (2 * π * m / N) - Real.cos q0) ^ 2 :=
        spiralEnergy_excess (by rw [hq, hc]) _
    _ ≤ spiralEnergy J K q0 + 2 * K * (π ^ 2 / N ^ 2) := by gcongr
    _ = spiralEnergy J K q0 + 2 * K * π ^ 2 / N ^ 2 := by ring
```

The theorem supplies a $k<N$ with three properties, joined by `∧`: no other allowed spiral has lower energy, its energy is at least $E(q_0)$, and it is at most $E(q_0)+2K\pi^2/N^2$.

A lowest energy exists because there are only $N$ candidates. Let $m$ be the integer found by rounding for $\theta=\arccos(J/(4K))$, which has the same cosine as $q_0$. Then

$$E\!\left(\tfrac{2\pi k}{N}\right)\le E\!\left(\tfrac{2\pi m}{N}\right)=E(q_0)+2K\left(\cos\tfrac{2\pi m}{N}-\cos q_0\right)^2\le E(q_0)+\frac{2K\pi^2}{N^2}.$$

The final `calc` block has these same steps. The estimate is an upper bound: if $q_0$ itself is an allowed wave number, the error is zero.

## The error of the cell's ground state

```lean
/-- For `0 < J < 4K`, `cos q0 = J/(4K)` and `N ≥ 1`, a lowest-energy configuration of the
`N`-site periodic cell has an energy per site at most `2Kπ²/N²` above `E(q0)`, and not below it. -/
theorem ground_state_finite_size {J K q0 : ℝ} (h0 : 0 < J) (h1 : J < 4 * K)
    (hq : Real.cos q0 = J / (4 * K)) {N : ℕ} (hN : 0 < N) {S : ℕ → Fin 3 → ℝ}
    (hS : IsPeriodicSpin N S)
    (hmin : ∀ T, IsPeriodicSpin N T → cellEnergy J K N S ≤ cellEnergy J K N T) :
    N * spiralEnergy J K q0 ≤ cellEnergy J K N S ∧
      cellEnergy J K N S ≤ N * (spiralEnergy J K q0 + 2 * K * π ^ 2 / N ^ 2) := by
  have hK : 0 < K := by linarith
  have hc : 4 * K * (J / (4 * K)) = J := mul_div_cancel₀ J (by positivity)
  refine ⟨cellEnergy_lower_bound hK (by rw [hq, hc]) hS, ?_⟩
  obtain ⟨k, _, _, _, hk⟩ := best_commensurate_spiral h0 h1 hq hN
  have h := hmin _ (spiral_periodic hN k)
  rw [cellEnergy_spiral] at h
  exact h.trans (mul_le_mul_of_nonneg_left hk (Nat.cast_nonneg N))

end

end SpinSpiralChain
```

A minimisation over all spin directions in the cell is not restricted to spirals. Here `S` is a periodic configuration, and `hmin` says that no periodic configuration `T` has lower energy. That such a minimiser exists is taken as a hypothesis; it follows because the energy is continuous and the possible choices of $N$ unit vectors form a compact set. The conclusion is

$$N\,E(q_0)\le E_{\text{cell}}\le N\left(E(q_0)+\frac{2K\pi^2}{N^2}\right),$$

where $E_{\text{cell}}$ is the energy of `S`. The lower bound is the one from the sum of squares. For the upper bound, the best allowed spiral is itself periodic, so the ground state can't lie above it. Dividing by $N$ gives the same bound on the error per site as for spirals.

```lean
#print axioms SpinSpiralChain.ground_state_finite_size
-- 'SpinSpiralChain.ground_state_finite_size' depends on axioms: [propext, Classical.choice, Quot.sound]
```
